# Exponential decay of the mixed-energy bias after constraint release, and the relative variance of a product of independent signs

Take $H=\mathrm{diag}(0,1)$ and let the trial state $T$ and the walker state $\varphi$ both be $(1,1)$. Projection for imaginary time $\tau$ turns $\varphi$ into $(1,e^{-\tau})$, so the mixed energy is

$$\frac{\langle T,He^{-\tau H}\varphi\rangle}{\langle T,e^{-\tau H}\varphi\rangle}=\frac{e^{-\tau}}{1+e^{-\tau}} .$$

At $\tau=\ln 9$ this is $\frac{1/9}{10/9}=\frac1{10}$, above a ground energy of $0$. The excited component dies at the rate of the gap, and the bias dies with it.

In general $H$ is a complex Hermitian matrix on a finite index set `ι`. The vector $\varphi$ is the walker state when the constraint is lifted; the constrained stage, time-step error and sampling of walkers are not modelled.

```lean
import Mathlib

open Matrix Finset

namespace ConstraintRelease

noncomputable section

variable {ι : Type*} [Fintype ι] [DecidableEq ι]
```

## Projection and spectral weights

The propagator is the true matrix exponential $e^{-\tau H}$.

```lean
/-- The imaginary-time propagator `exp(-τH)`. -/
def propagator (H : Matrix ι ι ℂ) (τ : ℝ) : Matrix ι ι ℂ :=
  NormedSpace.exp ((-(τ : ℂ)) • H)
```

The inner product conjugates its first argument, which is `star T ⬝ᵥ` in Lean. The denominator of the estimator is

$$D=\langle T,e^{-\tau H}\varphi\rangle .$$

```lean
/-- The overlap `⟨T, exp(-τH) φ⟩` of the released walker state with the trial state. -/
def overlap (H : Matrix ι ι ℂ) (T φ : ι → ℂ) (τ : ℝ) : ℂ :=
  star T ⬝ᵥ (propagator H τ *ᵥ φ)
```

With $N=\langle T,He^{-\tau H}\varphi\rangle$, the mixed energy is $N/D$. Rescaling $T$ or $\varphi$ leaves it unchanged, so neither needs to be normalised.

```lean
/-- The mixed energy estimator `⟨T, H exp(-τH) φ⟩ / ⟨T, exp(-τH) φ⟩`, meaningful where the
overlap is nonzero. -/
def mixedEnergy (H : Matrix ι ι ℂ) (T φ : ι → ℂ) (τ : ℝ) : ℂ :=
  (star T ⬝ᵥ ((H * propagator H τ) *ᵥ φ)) / overlap H T φ τ
```

Let $u_i$ be the orthonormal eigenvectors, with energies $E_i$ (`hH.eigenvalues i`).

```lean
/-- The normalised energy eigenstate number `i` of a Hermitian matrix. -/
def level {H : Matrix ι ι ℂ} (hH : H.IsHermitian) (i : ι) : ι → ℂ :=
  (hH.eigenvectorBasis i).ofLp
```

Each level enters through its weight $a_i=\langle T,u_i\rangle\langle u_i,\varphi\rangle$.

```lean
/-- The spectral weight `⟨T, uᵢ⟩⟨uᵢ, φ⟩` of the eigenstate `uᵢ`. -/
def weight {H : Matrix ι ι ℂ} (hH : H.IsHermitian) (T φ : ι → ℂ) (i : ι) : ℂ :=
  (star T ⬝ᵥ level hH i) * (star (level hH i) ⬝ᵥ φ)
```

If $Av=\mu v$, then $A^kv=\mu^kv$ by induction, and so

$$e^Av=\sum_k\frac{A^kv}{k!}=e^\mu v .$$

The proof applies the continuous map $M\mapsto Mv$ to the series term by term, then uses uniqueness of the sum.

```lean
/-- The exponential of a matrix multiplies an eigenvector by the exponential of its eigenvalue. -/
theorem exp_mulVec_eigen (A : Matrix ι ι ℂ) (v : ι → ℂ) (μ : ℂ) (h : A *ᵥ v = μ • v) :
    NormedSpace.exp A *ᵥ v = Complex.exp μ • v := by
  have hpow : ∀ k : ℕ, (A ^ k) *ᵥ v = μ ^ k • v := by
    intro k
    induction k with
    | zero => simp
    | succ k ih =>
      rw [pow_succ, ← Matrix.mulVec_mulVec, h, Matrix.mulVec_smul, ih, smul_smul, pow_succ,
        mul_comm]
  have hA : HasSum (fun k : ℕ => ((k.factorial : ℂ)⁻¹) • A ^ k) (NormedSpace.exp A) := by
    open scoped Matrix.Norms.Operator in
    exact NormedSpace.exp_series_hasSum_exp' (𝕂 := ℂ) A
  have hμ : HasSum (fun k : ℕ => ((k.factorial : ℂ)⁻¹) • μ ^ k) (NormedSpace.exp μ) :=
    NormedSpace.exp_series_hasSum_exp' (𝕂 := ℂ) μ
  -- apply the series to the vector term by term
  let L : Matrix ι ι ℂ →+ (ι → ℂ) :=
    { toFun := fun M => M *ᵥ v
      map_zero' := Matrix.zero_mulVec v
      map_add' := fun M N => Matrix.add_mulVec M N v }
  have hL : Continuous L := continuous_id.matrix_mulVec continuous_const
  have h1 := hA.map L hL
  have h2 := hμ.smul_const v
  have h3 : (L ∘ fun k : ℕ => ((k.factorial : ℂ)⁻¹) • A ^ k)
      = fun k : ℕ => (((k.factorial : ℂ)⁻¹) • μ ^ k) • v := by
    funext k
    change (((k.factorial : ℂ)⁻¹) • A ^ k) *ᵥ v = _
    rw [Matrix.smul_mulVec, hpow, smul_assoc]
  rw [h3] at h1
  rw [Complex.exp_eq_exp_ℂ]
  exact h1.unique h2
```

Setting $A=-\tau H$ gives $e^{-\tau H}v=e^{-\tau E}v$ whenever $Hv=Ev$.

```lean
/-- The propagator multiplies an eigenvector of energy `E` by `exp(-τE)`. -/
theorem propagator_eigen (H : Matrix ι ι ℂ) (v : ι → ℂ) (E τ : ℝ)
    (h : H *ᵥ v = (E : ℂ) • v) :
    propagator H τ *ᵥ v = ((Real.exp (-(τ * E)) : ℝ) : ℂ) • v := by
  have h1 : ((-(τ : ℂ)) • H) *ᵥ v = (-((τ : ℂ) * E)) • v := by
    rw [Matrix.smul_mulVec, h, smul_smul, neg_mul]
  rw [propagator, exp_mulVec_eigen _ _ _ h1]
  push_cast
  rfl
```

Now expand $\varphi=\sum_i\langle u_i,\varphi\rangle u_i$. If $Mu_i=m_iu_i$ for every $i$, then $\langle T,M\varphi\rangle=\sum_i a_im_i$. Therefore

$$D=\sum_i a_ie^{-\tau E_i},\qquad N=\sum_i a_iE_ie^{-\tau E_i}.$$

```lean
/-- A matrix element `⟨T, M φ⟩` of an operator diagonal in the energy eigenbasis is the sum of its
eigenvalues times the spectral weights. -/
theorem spectral_sum {H : Matrix ι ι ℂ} (hH : H.IsHermitian) (T φ : ι → ℂ)
    (M : Matrix ι ι ℂ) (m : ι → ℂ) (hM : ∀ i, M *ᵥ level hH i = m i • level hH i) :
    star T ⬝ᵥ (M *ᵥ φ) = ∑ i, weight hH T φ i * m i := by
  have hφ : φ = ∑ i, (star (level hH i) ⬝ᵥ φ) • level hH i := by
    have h := congrArg (fun x => x.ofLp) (hH.eigenvectorBasis.sum_repr' (WithLp.toLp 2 φ))
    simpa [level, EuclideanSpace.inner_eq_star_dotProduct, dotProduct_comm,
      WithLp.ofLp_sum] using h.symm
  have hs : M *ᵥ (∑ i, (star (level hH i) ⬝ᵥ φ) • level hH i)
      = ∑ i, M *ᵥ ((star (level hH i) ⬝ᵥ φ) • level hH i) :=
    map_sum (Matrix.mulVecLin M) _ Finset.univ
  rw [← hφ] at hs
  rw [hs, dotProduct_sum]
  refine Finset.sum_congr rfl fun i _ => ?_
  rw [Matrix.mulVec_smul, hM, dotProduct_smul, dotProduct_smul, weight, smul_eq_mul, smul_eq_mul]
  ring
```

## The bias after release

Let $i_0$ label the ground state, with $E_i\ge E_{i_0}+g$ for all $i\ne i_0$ and $g>0$, and assume $a_{i_0}\neq0$. Write

$$S=\sum_{i\ne i_0}|a_i|,\quad K=\sum_i|a_i|(E_i-E_{i_0}),\quad P=e^{-\tau E_{i_0}},\quad q=e^{-g\tau}.$$

For $\tau\ge0$, every excited level obeys $e^{-\tau E_i}\le Pq$ (`hdamp`). The ground term cancels in the error's numerator (`hnum`):

$$|N-E_{i_0}D|=\Big|\sum_i a_i(E_i-E_{i_0})e^{-\tau E_i}\Big|\le KPq .$$

Suppose $\tau\ge 2S/(g|a_{i_0}|)$. Since $g\tau\le e^{g\tau}$, we get $2Sq\le|a_{i_0}|$ (`hSq`), and the denominator stays away from zero (`hDlow`):

$$|D|\ge|a_{i_0}|P-SPq\ge\tfrac12|a_{i_0}|P .$$

Division gives

$$\left|\frac ND-E_{i_0}\right|\le\frac{2K}{|a_{i_0}|}\,e^{-g\tau}.$$

In the opening example $S=K=|a_{i_0}|=g=1$, so the condition on $\tau$ is $\tau\ge2$, which $\ln 9$ satisfies, and the bound is $\frac29$, against an actual error of $\frac1{10}$.

```lean
/-- Released estimator with explicit constants: once `τ` reaches the stated threshold the overlap is
nonzero and the energy error is bounded by a constant times `exp(-gτ)`. -/
theorem release_bound {H : Matrix ι ι ℂ} (hH : H.IsHermitian) (T φ : ι → ℂ) (i₀ : ι)
    {g τ : ℝ} (hg : 0 < g)
    (hgap : ∀ i, i ≠ i₀ → hH.eigenvalues i₀ + g ≤ hH.eigenvalues i)
    (h0 : weight hH T φ i₀ ≠ 0)
    (hτ : 2 * (∑ i ∈ univ.erase i₀, ‖weight hH T φ i‖) / (g * ‖weight hH T φ i₀‖) ≤ τ) :
    overlap H T φ τ ≠ 0 ∧
    ‖mixedEnergy H T φ τ - hH.eigenvalues i₀‖ ≤
      2 * (∑ i, ‖weight hH T φ i‖ * (hH.eigenvalues i - hH.eigenvalues i₀))
        / ‖weight hH T φ i₀‖ * Real.exp (-(g * τ)) := by
  set a := weight hH T φ with had
  set ev := hH.eigenvalues with hevd
  set S := ∑ i ∈ univ.erase i₀, ‖a i‖ with hSd
  set K := ∑ i, ‖a i‖ * (ev i - ev i₀) with hKd
  set P := Real.exp (-(τ * ev i₀)) with hPd
  set q := Real.exp (-(g * τ)) with hqd
  clear_value S K P q a ev
  have hA : 0 < ‖a i₀‖ := norm_pos_iff.mpr h0
  have hA' : ‖a i₀‖ ≠ 0 := hA.ne'
  have hP : 0 < P := by rw [hPd]; exact Real.exp_pos _
  have hq : 0 < q := by rw [hqd]; exact Real.exp_pos _
  have hS : 0 ≤ S := by rw [hSd]; exact Finset.sum_nonneg fun i _ => norm_nonneg _
  have hτ0 : 0 ≤ τ :=
    (div_nonneg (mul_nonneg zero_le_two hS) (mul_pos hg hA).le).trans hτ
  have hev : ∀ i, 0 ≤ ev i - ev i₀ := by
    intro i
    by_cases hi : i = i₀
    · simp [hi]
    · linarith [hgap i hi]
  have hK : 0 ≤ K := by
    rw [hKd]
    exact Finset.sum_nonneg fun i _ => mul_nonneg (norm_nonneg _) (hev i)
  -- excited states are damped by the extra factor q
  have hdamp : ∀ i, i ≠ i₀ → Real.exp (-(τ * ev i)) ≤ P * q := by
    intro i hi
    rw [hPd, hqd, ← Real.exp_add, Real.exp_le_exp]
    nlinarith [mul_le_mul_of_nonneg_left (hgap i hi) hτ0]
  have hSq : 2 * S * q ≤ ‖a i₀‖ := by
    have h1 : 2 * S ≤ τ * (g * ‖a i₀‖) := (div_le_iff₀ (mul_pos hg hA)).mp hτ
    have h2 : g * τ ≤ Real.exp (g * τ) := by linarith [Real.add_one_le_exp (g * τ)]
    have h3 : Real.exp (g * τ) * q = 1 := by rw [hqd, ← Real.exp_add]; simp
    calc 2 * S * q ≤ (Real.exp (g * τ) * ‖a i₀‖) * q := by
          refine mul_le_mul_of_nonneg_right ?_ hq.le
          nlinarith [mul_le_mul_of_nonneg_right h2 hA.le]
      _ = ‖a i₀‖ := by linear_combination ‖a i₀‖ * h3
  have heig : ∀ i, H *ᵥ level hH i = (ev i : ℂ) • level hH i := by
    intro i
    rw [hevd, level]
    refine (hH.mulVec_eigenvectorBasis i).trans ?_
    ext j
    simp
  have hprop := fun i => propagator_eigen H (level hH i) (ev i) τ (heig i)
  have hD : overlap H T φ τ = ∑ i, a i * ((Real.exp (-(τ * ev i)) : ℝ) : ℂ) := by
    rw [had, overlap]
    exact spectral_sum hH T φ _ _ hprop
  have hN : star T ⬝ᵥ ((H * propagator H τ) *ᵥ φ)
      = ∑ i, a i * (((Real.exp (-(τ * ev i)) : ℝ) : ℂ) * (ev i : ℂ)) := by
    rw [had]
    refine spectral_sum hH T φ _ _ fun i => ?_
    rw [← Matrix.mulVec_mulVec, hprop, Matrix.mulVec_smul, heig, smul_smul]
  -- the ground-state term keeps the overlap away from zero
  have hDlow : ‖a i₀‖ * P / 2 ≤ ‖overlap H T φ τ‖ := by
    have hR : ‖∑ i ∈ univ.erase i₀, a i * ((Real.exp (-(τ * ev i)) : ℝ) : ℂ)‖
        ≤ S * (P * q) := by
      rw [hSd, Finset.sum_mul]
      refine norm_sum_le_of_le _ fun i hi => ?_
      rw [norm_mul, Complex.norm_real, Real.norm_of_nonneg (Real.exp_pos _).le]
      exact mul_le_mul_of_nonneg_left (hdamp i (Finset.ne_of_mem_erase hi)) (norm_nonneg _)
    have hsplit := Finset.add_sum_erase univ
      (fun i => a i * ((Real.exp (-(τ * ev i)) : ℝ) : ℂ)) (Finset.mem_univ i₀)
    have h1 : a i₀ * (P : ℂ) = overlap H T φ τ
        - ∑ i ∈ univ.erase i₀, a i * ((Real.exp (-(τ * ev i)) : ℝ) : ℂ) := by
      rw [hD, hPd]
      exact eq_sub_of_add_eq hsplit
    have h2 : ‖a i₀‖ * P = ‖a i₀ * (P : ℂ)‖ := by
      rw [norm_mul, Complex.norm_real, Real.norm_of_nonneg hP.le]
    have h3 := norm_sub_le (overlap H T φ τ)
      (∑ i ∈ univ.erase i₀, a i * ((Real.exp (-(τ * ev i)) : ℝ) : ℂ))
    rw [← h1, ← h2] at h3
    nlinarith [mul_le_mul_of_nonneg_right hSq hP.le]
  have hDpos : 0 < ‖overlap H T φ τ‖ := by linarith [mul_pos hA hP]
  have hD0 : overlap H T φ τ ≠ 0 := norm_pos_iff.mp hDpos
  refine ⟨hD0, ?_⟩
  -- the ground-state term cancels in the numerator of the error
  have hnum : ‖star T ⬝ᵥ ((H * propagator H τ) *ᵥ φ) - (ev i₀ : ℂ) * overlap H T φ τ‖
      ≤ K * (P * q) := by
    rw [hN, hD, hKd, Finset.mul_sum, ← Finset.sum_sub_distrib, Finset.sum_mul]
    refine norm_sum_le_of_le _ fun i _ => ?_
    have h1 : a i * (((Real.exp (-(τ * ev i)) : ℝ) : ℂ) * (ev i : ℂ))
        - (ev i₀ : ℂ) * (a i * ((Real.exp (-(τ * ev i)) : ℝ) : ℂ))
        = a i * (((ev i - ev i₀) * Real.exp (-(τ * ev i)) : ℝ) : ℂ) := by
      push_cast
      ring
    rw [h1, norm_mul, Complex.norm_real,
      Real.norm_of_nonneg (mul_nonneg (hev i) (Real.exp_pos _).le), mul_assoc]
    refine mul_le_mul_of_nonneg_left ?_ (norm_nonneg _)
    by_cases hi : i = i₀
    · simp [hi]
    · exact mul_le_mul_of_nonneg_left (hdamp i hi) (hev i)
  have hdiff : mixedEnergy H T φ τ - (ev i₀ : ℂ)
      = (star T ⬝ᵥ ((H * propagator H τ) *ᵥ φ) - (ev i₀ : ℂ) * overlap H T φ τ)
        / overlap H T φ τ := by
    rw [mixedEnergy, sub_div, mul_div_cancel_right₀ _ hD0]
  rw [hdiff, norm_div, div_le_iff₀ hDpos]
  calc _ ≤ K * (P * q) := hnum
    _ = 2 * K / ‖a i₀‖ * q * (‖a i₀‖ * P / 2) := by field_simp
    _ ≤ _ := mul_le_mul_of_nonneg_left hDlow (by positivity)
```

The weight $a_{i_0}$ is nonzero exactly when $T$ and $\varphi$ both overlap the ground state. Stated with those two overlaps, the result supplies constants $C$ and $\tau_0$ that do not depend on $\tau$.

```lean
/-- Constraint release: if the lowest level is separated by a gap `g` and both `T` and `φ` overlap
it, the mixed energy differs from the lowest eigenvalue by at most `C exp(-gτ)` at large `τ`. -/
theorem constraint_release {H : Matrix ι ι ℂ} (hH : H.IsHermitian) (T φ : ι → ℂ) (i₀ : ι)
    {g : ℝ} (hg : 0 < g)
    (hgap : ∀ i, i ≠ i₀ → hH.eigenvalues i₀ + g ≤ hH.eigenvalues i)
    (hT : star T ⬝ᵥ level hH i₀ ≠ 0) (hφ : star (level hH i₀) ⬝ᵥ φ ≠ 0) :
    ∃ C τ₀ : ℝ, ∀ τ, τ₀ ≤ τ → overlap H T φ τ ≠ 0 ∧
      ‖mixedEnergy H T φ τ - hH.eigenvalues i₀‖ ≤ C * Real.exp (-(g * τ)) :=
  ⟨_, _, fun _ hτ => release_bound hH T φ i₀ hg hgap (mul_ne_zero hT hφ) hτ⟩
```

For $\varphi=u+v$, with $Hu=Eu$ and $Hv=(E+g)v$, the common factor $e^{-\tau E}$ cancels from $N/D$. Wherever the denominator below is nonzero,

$$\frac ND-E=\frac{g\langle T,v\rangle e^{-g\tau}}{\langle T,u\rangle+\langle T,v\rangle e^{-g\tau}} .$$

When $g>0$ and both overlaps are nonzero, this formula shows decay at exactly the rate $g$.

```lean
/-- For a walker state `u + v` with `H u = E u` and `H v = (E + g) v`, the difference between the
mixed energy and `E` is given exactly, wherever the stated denominator is nonzero. -/
theorem two_level_error (H : Matrix ι ι ℂ) (T u v : ι → ℂ) (E g τ : ℝ)
    (hu : H *ᵥ u = (E : ℂ) • u) (hv : H *ᵥ v = ((E + g : ℝ) : ℂ) • v)
    (hne : star T ⬝ᵥ u + (star T ⬝ᵥ v) * (Real.exp (-(g * τ)) : ℝ) ≠ 0) :
    mixedEnergy H T (u + v) τ - E =
      g * (star T ⬝ᵥ v) * (Real.exp (-(g * τ)) : ℝ)
        / (star T ⬝ᵥ u + (star T ⬝ᵥ v) * (Real.exp (-(g * τ)) : ℝ)) := by
  have hsplit : Real.exp (-(τ * (E + g))) = Real.exp (-(τ * E)) * Real.exp (-(g * τ)) := by
    rw [← Real.exp_add]
    congr 1
    ring
  have hP : ((Real.exp (-(τ * E)) : ℝ) : ℂ) ≠ 0 :=
    Complex.ofReal_ne_zero.mpr (Real.exp_ne_zero _)
  have hD : overlap H T (u + v) τ = ((Real.exp (-(τ * E)) : ℝ) : ℂ) *
      (star T ⬝ᵥ u + (star T ⬝ᵥ v) * (Real.exp (-(g * τ)) : ℝ)) := by
    rw [overlap, Matrix.mulVec_add, propagator_eigen H u E τ hu,
      propagator_eigen H v (E + g) τ hv, hsplit, dotProduct_add, dotProduct_smul,
      dotProduct_smul, smul_eq_mul, smul_eq_mul, Complex.ofReal_mul]
    ring
  have hN : star T ⬝ᵥ ((H * propagator H τ) *ᵥ (u + v)) = ((Real.exp (-(τ * E)) : ℝ) : ℂ) *
      (E * (star T ⬝ᵥ u) + (E + g) * (star T ⬝ᵥ v) * (Real.exp (-(g * τ)) : ℝ)) := by
    rw [← Matrix.mulVec_mulVec, Matrix.mulVec_add, propagator_eigen H u E τ hu,
      propagator_eigen H v (E + g) τ hv, hsplit, Matrix.mulVec_add, Matrix.mulVec_smul,
      Matrix.mulVec_smul, hu, hv, dotProduct_add, dotProduct_smul, dotProduct_smul,
      dotProduct_smul, dotProduct_smul]
    simp only [smul_eq_mul, Complex.ofReal_mul, Complex.ofReal_add]
    ring
  rw [mixedEnergy, hN, hD, mul_div_mul_left _ _ hP, eq_div_iff hne, sub_mul,
    div_mul_cancel₀ _ hne]
  ring
```

## The noise of independent signs

Release also lets walkers carry signs. Here they are postulated to be independent, with common mean $s$, and are not derived from $H$. A sign is $\pm1$ with probability $(1\pm s)/2$, which requires $|s|\le1$.

```lean
/-- The probabilities `(1 + s)/2` and `(1 - s)/2` of a plus and a minus sign, for `|s| ≤ 1`. -/
def signProb (s : ℝ) (b : Bool) : ℝ := if b then (1 + s) / 2 else (1 - s) / 2
```

A path of $n$ steps carries the product $\chi$ of its signs.

```lean
/-- The product of the `n` signs collected along a path. -/
def pathSign {n : ℕ} (σ : Fin n → Bool) : ℝ := ∏ i, (if σ i then 1 else -1)
```

Averages use the product of the one-step probabilities.

```lean
/-- The average of `f` over `n` independent signs of mean `s`. -/
def signMean (s : ℝ) {n : ℕ} (f : (Fin n → Bool) → ℝ) : ℝ :=
  ∑ σ, (∏ i, signProb s (σ i)) * f σ
```

The noise is the variance of $\chi$ over its squared mean.

```lean
/-- The variance of the path sign divided by its squared mean, for a nonzero mean. -/
def signNoise (s : ℝ) (n : ℕ) : ℝ :=
  signMean s (fun σ : Fin n → Bool => (pathSign σ - signMean s (pathSign (n := n))) ^ 2)
    / signMean s (pathSign (n := n)) ^ 2
```

Summing over all configurations factorises, so the average of a product of one-step factors is a power of the one-step average.

```lean
/-- The average of a product of one-step factors is the `n`-th power of the one-step average. -/
theorem signMean_prod (s : ℝ) (n : ℕ) (h : Bool → ℝ) :
    signMean s (fun σ : Fin n → Bool => ∏ i, h (σ i)) = (∑ b, signProb s b * h b) ^ n := by
  have key := Finset.prod_univ_sum (fun _ : Fin n => (univ : Finset Bool))
    (fun _ b => signProb s b * h b)
  rw [Fintype.piFinset_univ, Finset.prod_const, Finset.card_univ, Fintype.card_fin] at key
  rw [key, signMean]
  exact Finset.sum_congr rfl fun σ _ => Finset.prod_mul_distrib.symm
```

Hence $\langle\chi\rangle=s^n$, while $\chi^2=1$. For $s\ne0$,

$$\frac{1-s^{2n}}{s^{2n}}=s^{-2n}-1 .$$

The proof expands $(\chi-m)^2=1+m^2-2m\chi$ (`hvar`) and sets $m=s^n$.

```lean
/-- The product of `n` independent signs of mean `s ≠ 0` has relative variance `s^(-2n) - 1`. -/
theorem signNoise_eq {s : ℝ} (hs : s ≠ 0) (n : ℕ) : signNoise s n = (s ^ (2 * n))⁻¹ - 1 := by
  have hmean : signMean s (pathSign (n := n)) = s ^ n := by
    have h := signMean_prod s n (fun b => if b then 1 else -1)
    have h1 : ∑ b, signProb s b * (if b then (1 : ℝ) else -1) = s := by
      rw [Fintype.sum_bool]
      simp only [signProb, if_true, Bool.false_eq_true, if_false]
      ring
    rw [h1] at h
    exact h
  have hone : signMean s (fun _ : Fin n → Bool => 1) = 1 := by
    have h := signMean_prod s n (fun _ => 1)
    have h1 : ∑ b, signProb s b * (1 : ℝ) = 1 := by
      rw [Fintype.sum_bool]
      simp only [signProb, if_true, Bool.false_eq_true, if_false]
      ring
    rw [h1, one_pow] at h
    simpa only [Finset.prod_const_one] using h
  -- every path sign squares to one
  have hsq : ∀ σ : Fin n → Bool, pathSign σ ^ 2 = 1 := by
    intro σ
    rw [pathSign, ← Finset.prod_pow]
    refine Finset.prod_eq_one fun i _ => ?_
    cases σ i <;> norm_num
  have hvar : ∀ m : ℝ, signMean s (fun σ : Fin n → Bool => (pathSign σ - m) ^ 2)
      = (1 + m ^ 2) * signMean s (fun _ : Fin n → Bool => 1)
        - 2 * m * signMean s (pathSign (n := n)) := by
    intro m
    rw [signMean, signMean, signMean, Finset.mul_sum, Finset.mul_sum, ← Finset.sum_sub_distrib]
    refine Finset.sum_congr rfl fun σ _ => ?_
    linear_combination (∏ i, signProb s (σ i)) * hsq σ
  have hsn : s ^ n ≠ 0 := pow_ne_zero n hs
  have h2 : s ^ (2 * n) = (s ^ n) ^ 2 := by rw [mul_comm, pow_mul]
  rw [signNoise, hvar, hone, hmean, h2]
  field_simp
  ring
```

Let each step last $\delta$ and put $s=e^{-\kappa\delta}$, where $\kappa$ stands for the rate at which the average sign decays in imaginary time. Then

$$s^{-2n}-1=e^{2\kappa n\delta}-1=\left(e^{-gn\delta}\right)^{-2\kappa/g}-1 .$$

With $g=\kappa=1$, two steps of length $\ln3$ reach $\tau=\ln9$. The mean sign per step is $\frac13$, the bias factor is $\frac19$, and the relative variance is $9^2-1=80$. In this finite-matrix, independent-sign model of released-constraint Monte Carlo, with $g,\kappa>0$, longer projection shrinks the factor $e^{-g\tau}$ in the bias bound while the relative variance of the path sign grows.

```lean
/-- With mean sign `exp(-κδ)` per step of length `δ`, the relative variance after `n` steps is the
bias factor `exp(-gnδ)` raised to the power `-2κ/g`, minus one. -/
theorem noise_from_bias (κ δ : ℝ) {g : ℝ} (hg : g ≠ 0) (n : ℕ) :
    signNoise (Real.exp (-(κ * δ))) n
      = Real.exp (-(g * (n * δ))) ^ (-(2 * κ / g)) - 1 := by
  rw [signNoise_eq (Real.exp_ne_zero _), ← Real.exp_nat_mul, ← Real.exp_neg, ← Real.exp_mul]
  have h : -(((2 * n : ℕ) : ℝ) * -(κ * δ)) = -(g * (n * δ)) * -(2 * κ / g) := by
    push_cast
    field_simp
  rw [h]

end

end ConstraintRelease
```

```lean
#print axioms ConstraintRelease.constraint_release
#print axioms ConstraintRelease.two_level_error
#print axioms ConstraintRelease.noise_from_bias
```

```
'ConstraintRelease.constraint_release' depends on axioms: [propext, Classical.choice, Quot.sound]
'ConstraintRelease.two_level_error' depends on axioms: [propext, Classical.choice, Quot.sound]
'ConstraintRelease.noise_from_bias' depends on axioms: [propext, Classical.choice, Quot.sound]
```
